# Magnetic translations commute exactly when the enclosed flux is quantised

Suppose a code puts a charged particle in a uniform magnetic field and imposes magnetic periodic boundary conditions, whose phases vary with position to follow the vector potential, on a cell whose flux is not quantised. The value at the far corner then depends on which edge was crossed first, and the only wavefunction that satisfies both conditions everywhere is zero. On a grid, the mismatch shows up as a spurious flux at the corner of the cell.

## The exchange phase

For $x,a\in\mathbb R^2$ let $w(x,a)=x_1a_2-x_2a_1$ be the oriented area, and for real $B$ define the magnetic translation

$$(T_af)(x)=e^{iBw(x,a)/2}f(x-a).$$

Then

$$T_aT_c=e^{-iBw(a,c)}\,T_cT_a,$$

and $T_a$ and $T_c$ commute if and only if $Bw(a,c)=2\pi n$ for some integer $n$.

Here $B$ is the field in units with $\hbar=e=1$, for a particle of charge $-e$. The condition says that the parallelogram spanned by $a$ and $c$ holds a whole number of flux quanta $h/e$.

## Boundary conditions and the choice of field

For a single particle in a uniform field, magnetic Bloch states are joint eigenfunctions of two such translations. If $T_af=e^{i\alpha}f$, the wrap-around rule for a code that uses the symmetric gauge, with vector potential $\tfrac B2(-x_2,x_1)$, is

$$f(x+a)=e^{-i\alpha}e^{iBw(x,a)/2}f(x),$$

and similarly for $c$. Going from $x$ to $x+a+c$ by the two routes gives phases that differ by $e^{iBw(a,c)}$, which must equal one.

In practice, the input should be the integer $n$, with the field computed as $B=2\pi n/w(a,c)$. The smallest nonzero field on a given cell is therefore $2\pi/|w(a,c)|$, which limits the step of a finite-difference magnetic response calculation that uses these boundary conditions. If the flux per primitive cell is instead a fraction $p/q$ of a quantum in lowest terms, repeating the cell $m$ times along $a$ works exactly when $q$ divides $m$. At one third of a quantum, the cell must be tripled, or repeated a multiple of three times.

## Derivation

**Composition.** Apply $T_c$ first, then $T_a$:

$$(T_aT_cf)(x)=e^{iB[w(x,a)+w(x-a,c)]/2}f(x-a-c).$$

Since $w(x-a,c)=w(x,c)-w(a,c)$, the bracket is $w(x,a+c)-w(a,c)$, so

$$T_aT_c=e^{-iBw(a,c)/2}\,T_{a+c}.$$

**Exchange.** Swapping $a$ and $c$ changes the sign of $w$, so $T_cT_a=e^{+iBw(a,c)/2}\,T_{a+c}$. Comparing the two gives the exchange phase.

**Commutation.** Let $f\neq0$ and $g=T_cT_af$. If $f(x)\ne0$, then $g(x+a+c)$ is $f(x)$ times two nonzero phases, so $g\neq0$. The two orders agree on $f$ exactly when $(e^{-iBw(a,c)}-1)g=0$, hence exactly when the phase is one, which means $Bw(a,c)\in2\pi\mathbb Z$.

**Supercell.** Let $qBw(a,c)=2\pi p$ with $p,q$ coprime. Since $w(ma,c)=m\,w(a,c)$, commutation of $T_{ma}$ and $T_c$ means $mBw(a,c)=2\pi n$. Multiplying by $q$ gives $mp=qn$, so $q$ divides $m$. Conversely, $m=kq$ gives $n=kp$.

**Covariant derivative.** Let $D_vf(x)=\partial_vf(x)+\tfrac{iB}{2}w(x,v)f(x)$. For differentiable $f$, the product rule gives

$$D_v(T_af)(x)=e^{iBw(x,a)/2}\Big[\partial_vf(x-a)+\tfrac{iB}{2}\big(w(v,a)+w(x,v)\big)f(x-a)\Big].$$

Because $w(x-a,v)=w(x,v)+w(v,a)$, the right side is $(T_aD_vf)(x)$. The phase in $T_a$ thus compensates the shift of the vector potential.

## The Lean file

```lean
import Mathlib

noncomputable section

namespace MagneticTranslations

/-- The oriented area `x₁ a₂ - x₂ a₁` spanned by two vectors of the plane. -/
def area (x a : ℝ × ℝ) : ℝ := x.1 * a.2 - x.2 * a.1

/-- The magnetic translation by `a` in a uniform field `B` (symmetric gauge):
`(T_a f)(x) = exp(i B w(x,a) / 2) f(x - a)`, with `w` the oriented area. -/
def magTrans (B : ℝ) (a : ℝ × ℝ) : Module.End ℂ (ℝ × ℝ → ℂ) where
  toFun f x := Complex.exp (Complex.I * (B * area x a / 2 : ℝ)) * f (x - a)
  map_add' f g := by
    funext x
    simp only [Pi.add_apply]
    ring
  map_smul' c f := by
    funext x
    simp only [Pi.smul_apply, smul_eq_mul, RingHom.id_apply]
    ring

/-- The covariant derivative along `v` in symmetric gauge:
the directional derivative plus `i (B/2) w(x,v)`. -/
def covDeriv (B : ℝ) (v : ℝ × ℝ) (f : ℝ × ℝ → ℂ) (x : ℝ × ℝ) : ℂ :=
  deriv (fun t : ℝ => f (x + t • v)) 0 + Complex.I * (B * area x v / 2 : ℝ) * f x

/-- The value of a magnetically translated wavefunction at a point. -/
theorem magTrans_apply (B : ℝ) (a : ℝ × ℝ) (f : ℝ × ℝ → ℂ) (x : ℝ × ℝ) :
    magTrans B a f x =
      Complex.exp (Complex.I * (B * area x a / 2 : ℝ)) * f (x - a) := rfl

/-- Two successive magnetic translations are the translation by the sum of the
vectors, times the phase `exp(-i B w(a,c) / 2)`. -/
theorem magTrans_mul (B : ℝ) (a c : ℝ × ℝ) :
    magTrans B a * magTrans B c =
      Complex.exp (-(Complex.I * (B * area a c / 2 : ℝ))) • magTrans B (a + c) := by
  refine LinearMap.ext fun f => funext fun x => ?_
  simp only [Module.End.mul_apply, LinearMap.smul_apply, Pi.smul_apply, smul_eq_mul,
    magTrans_apply]
  -- collect the phases on each side and compare exponents
  rw [← mul_assoc, ← mul_assoc, ← Complex.exp_add, ← Complex.exp_add, sub_sub]
  congr 2
  simp only [area, Prod.fst_sub, Prod.snd_sub, Prod.fst_add, Prod.snd_add]
  push_cast
  ring

/-- Exchanging two magnetic translations costs the phase `exp(-i B w(a,c))`. -/
theorem magTrans_exchange (B : ℝ) (a c : ℝ × ℝ) :
    magTrans B a * magTrans B c =
      Complex.exp (-(Complex.I * (B * area a c : ℝ))) •
        (magTrans B c * magTrans B a) := by
  rw [magTrans_mul B a c, magTrans_mul B c a, smul_smul, ← Complex.exp_add, add_comm c a]
  congr 2
  simp only [area]
  push_cast
  ring

/-- The phase `exp(-iθ)` is one exactly when `θ` is an integer multiple of `2π`. -/
theorem phase_eq_one_iff (θ : ℝ) :
    Complex.exp (-(Complex.I * (θ : ℂ))) = 1 ↔ ∃ n : ℤ, θ = n * (2 * Real.pi) := by
  rw [Complex.exp_eq_one_iff]
  constructor
  · rintro ⟨n, hn⟩
    refine ⟨-n, ?_⟩
    apply Complex.ofReal_injective
    apply mul_left_cancel₀ Complex.I_ne_zero
    push_cast
    linear_combination -hn
  · rintro ⟨n, hn⟩
    refine ⟨-n, ?_⟩
    rw [hn]
    push_cast
    ring

/-- On any single nonzero wavefunction, the two orders of translation agree exactly
when `B w(a,c)` is an integer multiple of `2π`. -/
theorem magTrans_comm_on_state_iff (B : ℝ) (a c : ℝ × ℝ) {f : ℝ × ℝ → ℂ} (hf : f ≠ 0) :
    magTrans B a (magTrans B c f) = magTrans B c (magTrans B a f) ↔
      ∃ n : ℤ, B * area a c = n * (2 * Real.pi) := by
  have hex : magTrans B a (magTrans B c f) =
      Complex.exp (-(Complex.I * (B * area a c : ℝ))) •
        magTrans B c (magTrans B a f) :=
    LinearMap.congr_fun (magTrans_exchange B a c) f
  -- translations do not annihilate a nonzero wavefunction
  have hg : magTrans B c (magTrans B a f) ≠ 0 := by
    intro h
    obtain ⟨x, hx⟩ := Function.ne_iff.mp hf
    have h2 := congrFun h (x + a + c)
    rw [magTrans_apply, magTrans_apply, add_sub_cancel_right, add_sub_cancel_right] at h2
    exact mul_ne_zero (Complex.exp_ne_zero _) (mul_ne_zero (Complex.exp_ne_zero _) hx) h2
  rw [hex, ← phase_eq_one_iff]
  constructor
  · intro h
    have h0 : (Complex.exp (-(Complex.I * (B * area a c : ℝ))) - 1) •
        magTrans B c (magTrans B a f) = 0 := by
      rw [sub_smul, one_smul, h, sub_self]
    exact sub_eq_zero.mp ((smul_eq_zero.mp h0).resolve_right hg)
  · intro h
    rw [h, one_smul]

/-- Two magnetic translations commute if and only if `B w(a,c)` is an integer
multiple of `2π`. -/
theorem magTrans_commute_iff (B : ℝ) (a c : ℝ × ℝ) :
    Commute (magTrans B a) (magTrans B c) ↔
      ∃ n : ℤ, B * area a c = n * (2 * Real.pi) := by
  constructor
  · intro h
    -- test the operator identity on the constant function
    exact (magTrans_comm_on_state_iff B a c (f := 1) one_ne_zero).mp
      (LinearMap.congr_fun h.eq 1)
  · intro h
    change magTrans B a * magTrans B c = magTrans B c * magTrans B a
    rw [magTrans_exchange B a c, (phase_eq_one_iff _).mpr h, one_smul]

/-- Magnetic supercell: if `B w(a,c)` is `2π p/q` in lowest terms, the translation by
`m a` commutes with the translation by `c` exactly when `q` divides `m`. -/
theorem magnetic_supercell (B : ℝ) (a c : ℝ × ℝ) (p q m : ℤ) (hpq : IsCoprime p q)
    (hflux : (q : ℝ) * (B * area a c) = p * (2 * Real.pi)) :
    Commute (magTrans B ((m : ℝ) • a)) (magTrans B c) ↔ q ∣ m := by
  have hs : area ((m : ℝ) • a) c = m * area a c := by
    simp only [area, Prod.smul_fst, Prod.smul_snd, smul_eq_mul]
    ring
  rw [magTrans_commute_iff, hs]
  constructor
  · rintro ⟨n, hn⟩
    have h : (m : ℝ) * p = q * n := by
      apply mul_right_cancel₀ Real.two_pi_pos.ne'
      linear_combination (q : ℝ) * hn - (m : ℝ) * hflux
    have hz : m * p = q * n := by exact_mod_cast h
    exact hpq.symm.dvd_of_dvd_mul_right ⟨n, hz⟩
  · rintro ⟨k, rfl⟩
    refine ⟨k * p, ?_⟩
    push_cast
    linear_combination (k : ℝ) * hflux

/-- On differentiable wavefunctions, magnetic translations commute with the covariant
derivative along every direction. -/
theorem covDeriv_magTrans (B : ℝ) (a v : ℝ × ℝ) {f : ℝ × ℝ → ℂ}
    (hf : Differentiable ℝ f) :
    covDeriv B v (magTrans B a f) = magTrans B a (covDeriv B v f) := by
  funext x
  have h1 : HasDerivAt (fun t : ℝ => f (x - a + t • v))
      (deriv (fun t : ℝ => f (x - a + t • v)) 0) 0 :=
    DifferentiableAt.hasDerivAt (by fun_prop)
  -- the phase is the exponential of an affine function along the line
  have e : ∀ t : ℝ, B * area (x + t • v) a / 2 =
      B * area x a / 2 + t * (B * area v a / 2) := by
    intro t
    simp only [area, Prod.fst_add, Prod.snd_add, Prod.smul_fst, Prod.smul_snd, smul_eq_mul]
    ring
  have hr : HasDerivAt (fun t : ℝ => B * area (x + t • v) a / 2) (B * area v a / 2) 0 := by
    simp only [e]
    exact (((hasDerivAt_id' (0 : ℝ)).mul_const (B * area v a / 2)).const_add
      (B * area x a / 2)).congr_deriv (one_mul _)
  have h2 : HasDerivAt
      (fun t : ℝ => Complex.exp (Complex.I * (B * area (x + t • v) a / 2 : ℝ)))
      (Complex.exp (Complex.I * (B * area (x + (0 : ℝ) • v) a / 2 : ℝ)) *
        (Complex.I * (B * area v a / 2 : ℝ))) 0 :=
    (hr.ofReal_comp.const_mul Complex.I).cexp
  have hfun : (fun t : ℝ => magTrans B a f (x + t • v)) = fun t : ℝ =>
      Complex.exp (Complex.I * (B * area (x + t • v) a / 2 : ℝ)) * f (x - a + t • v) := by
    funext t
    rw [magTrans_apply, add_sub_right_comm]
  -- the derivative of the phase compensates the shift of the vector potential
  have hA : area (x - a) v = area x v + area v a := by
    simp only [area, Prod.fst_sub, Prod.snd_sub]
    ring
  rw [magTrans_apply, covDeriv, covDeriv, hfun, (h2.fun_mul h1).deriv, magTrans_apply, hA]
  simp only [zero_smul, add_zero]
  push_cast
  ring

end MagneticTranslations
```

```lean
#print axioms MagneticTranslations.magnetic_supercell
#print axioms MagneticTranslations.covDeriv_magTrans
```

```
'MagneticTranslations.magnetic_supercell' depends on axioms: [propext, Classical.choice, Quot.sound]
'MagneticTranslations.covDeriv_magTrans' depends on axioms: [propext, Classical.choice, Quot.sound]
```

## How the proof follows the derivation

`magTrans B a` has type `Module.End ℂ (ℝ × ℝ → ℂ)`: it is a complex-linear operator on all functions from the plane to $\mathbb C$, and `*` is composition. `Commute` is therefore the operator statement.

`magTrans_mul` merges the exponentials and leaves the bilinearity of `area` to `ring`; `magTrans_exchange` applies it in both orders. `phase_eq_one_iff` translates a phase of one into an integer, with a sign change because the exponent is $-i\theta$. `magTrans_comm_on_state_iff` treats a single nonzero function, and `magTrans_commute_iff` obtains the forward direction by testing on the constant function 1. `magnetic_supercell` carries out the divisibility argument over the integers, and `covDeriv_magTrans` is the product rule along the line $x+tv$.

The commutation criterion turns on Mathlib's `smul_eq_zero`: in a vector space, a scalar times a vector vanishes only if one of them does. Applied to $(e^{-iBw(a,c)}-1)g=0$, it offers two cases, and `resolve_right hg` discards $g=0$. No norm or integral enters, so the criterion holds for a single state without any normalisation.

## Range of validity

The algebraic theorems hold for every real $B$ and all vectors, including parallel ones, for which $w=0$ and the translations always commute. The functions need not be continuous or square-integrable; only `covDeriv_magTrans` assumes differentiability. The gauge is the symmetric one, and the field is exactly uniform.

The supercell theorem takes rational flux as a hypothesis, `hflux`, and enlarges the cell along one vector only. Physically, this hypothesis says that field and lattice are commensurate.

The file contains no Hamiltonian, Hilbert space, spin or interaction, and it does not construct Bloch states at quantised flux. To use the result for a crystal, one also needs a potential with the lattice period, which commutes with $T_a$ for lattice vectors $a$ because $V(x-a)=V(x)$. A discretised code must separately ensure that its hopping phases give every plaquette the flux of the uniform field through its area, up to whole flux quanta, including the plaquettes that cross the cell boundary.
